# Variance of the collective spin component $J=\tfrac12\sum_kZ_k$ of $N$ qubits: at most $N/4$ in products of unit vectors, $N^2/4$ in the GHZ vector

## Two qubits

Take two qubits and $J=\tfrac12(Z_0+Z_1)$, with $Z_k$ the Pauli $Z$ matrix on qubit $k$. On the basis vectors $|00\rangle,|01\rangle,|10\rangle,|11\rangle$ the operator $J$ has eigenvalues $1,0,0,-1$. With both qubits in $(|0\rangle+|1\rangle)/\sqrt2$, each basis vector has probability $\tfrac14$, so $\langle J\rangle=0$ and $\langle J^2\rangle=\tfrac12$: the variance is $\tfrac12$. In $(|00\rangle+|11\rangle)/\sqrt2$ only the extreme eigenvalues $\pm1$ occur, each with probability $\tfrac12$, and the variance is $1$. The difference lies in the cross term of $J^2=\tfrac14(2+2Z_0Z_1)$, since $\langle Z_0Z_1\rangle$ is $0$ in the first vector and $1$ in the second. For $N$ qubits these two values become $N/4$ and $N^2/4$; for one qubit they coincide.

## The claim

Label the qubits $k=0,\dots,N-1$. A bit string $s=(s_0,\dots,s_{N-1})$ labels a basis vector $|s\rangle$, a vector $\psi$ has amplitudes $\psi(s)$, and it is a unit vector if $\sum_s|\psi(s)|^2=1$. Put $z(0)=1$, $z(1)=-1$, so that $Z_k|s\rangle=z(s_k)|s\rangle$, and let $J=\tfrac12\sum_kZ_k$. Write $\langle A\rangle=\operatorname{Re}\,\psi^\dagger A\psi$ and $\operatorname{Var}A=\langle A^2\rangle-\langle A\rangle^2$. A product vector has amplitudes $\psi(s)=\prod_ku_k(s_k)$, built from one-qubit vectors $u_k$, and $|\mathrm{GHZ}\rangle=(|0\cdots0\rangle+|1\cdots1\rangle)/\sqrt2$. For $N\ge1$:

(a) a product of unit vectors is a unit vector with $\operatorname{Var}J\le N/4$;

(b) every unit vector has $\operatorname{Var}J\le N^2/4$;

(c) the GHZ vector is a unit vector with $\operatorname{Var}J=N^2/4$.

The Lean names "shot noise" and "Heisenberg" refer to the use of these bounds in phase estimation. For a pure state acquiring one phase $\theta$ through $e^{-i\theta J}$ without noise, the quantum Fisher information is $F=4\operatorname{Var}J$, and the quantum Cramér–Rao inequality bounds the standard deviation of any locally unbiased estimator of $\theta$ from one run below by $1/\sqrt F$. With $F\le N$ for product vectors and $F\le N^2$ in general, this lower bound is at least $1/\sqrt N$ (shot-noise scaling) and at least $1/N$ (Heisenberg scaling) respectively. The theorems below are about $\operatorname{Var}J$ itself; the phase, the Fisher information and the estimator do not enter them.

## Derivation

**Step 1.** $J$ is diagonal with entries $m(s)=\tfrac12\sum_kz(s_k)$, and $J^2$ with entries $m(s)^2$. With the weights $p(s)=|\psi(s)|^2$,
$$\operatorname{Var}J=\sum_sm(s)^2p(s)-\Big(\sum_sm(s)\,p(s)\Big)^2 .$$

**Step 2.** In a product vector $p(s)=\prod_k|u_k(s_k)|^2$. Let $a_k=|u_k(0)|^2-|u_k(1)|^2$ and let $S$ be a set of qubits. A sum over strings of a product over sites is a product of one-site sums over a bit $b\in\{0,1\}$:
$$\sum_s\prod_{k\in S}z(s_k)\,p(s)=\prod_{k\in S}\sum_bz(b)|u_k(b)|^2\;\prod_{k\notin S}\sum_b|u_k(b)|^2=\prod_{k\in S}a_k ,$$
the factors outside $S$ being $1$ by normalisation. The empty set gives $\sum_sp(s)=1$. The set $\{k\}$ gives $\langle Z_k\rangle=a_k$, so $\langle J\rangle=\tfrac12\sum_ka_k$. The set $\{k,l\}$ with $k\ne l$ gives $\langle Z_kZ_l\rangle=a_ka_l$, while $\langle Z_kZ_k\rangle=1$ because $z^2=1$. Both cases are contained in $\langle Z_kZ_l\rangle=a_ka_l+\delta_{kl}(1-a_k^2)$. Summing over $k$ and $l$,
$$\langle J^2\rangle=\tfrac14\Big(\sum_ka_k\Big)^2+\tfrac14\sum_k(1-a_k^2),\qquad \operatorname{Var}J=\tfrac14\sum_k(1-a_k^2),$$
since the first term is $\langle J\rangle^2$. This equals $N/4-\tfrac14\sum_ka_k^2\le N/4$, with equality exactly when every $a_k=0$, that is, when each qubit has equal populations.

It is easy to apply the factorisation to the diagonal terms as well and write $\langle Z_kZ_k\rangle=a_k^2$. That error makes the variance of every product vector vanish, whereas the whole variance comes from those $N$ terms.

**Step 3.** By the triangle inequality $|\sum_kz(s_k)|\le N$, so $m(s)^2\le N^2/4$ for every $s$. For a unit vector $\langle J^2\rangle\le\tfrac{N^2}{4}\sum_sp(s)=N^2/4$, and subtracting $\langle J\rangle^2\ge0$ gives (b).

**Step 4.** For $N\ge1$ the strings $0\cdots0$ and $1\cdots1$ differ, so the GHZ vector has $p=\tfrac12$ on each and $0$ elsewhere. The average of any function $f(s)$ is then the mean of its values on these two strings. Taking $f=1$ gives the norm $1$; $f=m$, with values $\pm N/2$, gives mean $0$; $f=m^2$ gives $N^2/4$.

## Formal development

```lean
import Mathlib

open Matrix

namespace ShotNoiseHeisenberg

noncomputable section

variable {N : ℕ}
```

A bit string is a function `Fin N → Bool`, with `false` for bit 0 and `true` for bit 1. A `State N` is a complex function on strings, with no normalisation built in, and an `Op N` is a $2^N\times2^N$ matrix indexed by strings.

```lean
/-- A vector of `N` qubits: one amplitude for each bit string. -/
abbrev State (N : ℕ) := (Fin N → Bool) → ℂ

/-- An operator on `N` qubits, as a matrix in the computational basis. -/
abbrev Op (N : ℕ) := Matrix (Fin N → Bool) (Fin N → Bool) ℂ
```

The function `zval` is $z$. The operator $Z_k$ is defined directly by its diagonal in the computational basis and not as a Kronecker product of $2\times2$ matrices; `collectiveJ` is $J$ in units with $\hbar=1$, and `magnet` is $m(s)$.

```lean
/-- The diagonal entries of Pauli Z: `+1` on bit 0 (`false`) and `-1` on bit 1 (`true`). -/
def zval : Bool → ℝ
  | false => 1
  | true => -1

/-- Pauli Z acting on qubit `k` and the identity on all other qubits. -/
def pauliZ (k : Fin N) : Op N := diagonal fun s => (zval (s k) : ℂ)

/-- The collective operator `J = (1/2) ∑ₖ Zₖ`. -/
def collectiveJ (N : ℕ) : Op N := (1 / 2 : ℂ) • ∑ k, pauliZ k

/-- Half the number of 0 bits minus half the number of 1 bits of a string. -/
def magnet (s : Fin N → Bool) : ℝ := 1 / 2 * ∑ k, zval (s k)
```

The predicate `IsUnitVec` takes any finite index type, so it serves for one qubit and for $N$ qubits. In `expect`, `star ψ` is the conjugated vector; taking the real part discards nothing for the real diagonal matrices $J$ and $J^2$. The definitions do not divide by the norm, so `variance` is the physical variance only on unit vectors.

```lean
/-- The squared moduli of the amplitudes sum to one. -/
def IsUnitVec {ι : Type} [Fintype ι] (ψ : ι → ℂ) : Prop := ∑ s, ‖ψ s‖ ^ 2 = 1

/-- The expectation value `Re ⟨ψ|A|ψ⟩`. -/
def expect (A : Op N) (ψ : State N) : ℝ := (star ψ ⬝ᵥ A *ᵥ ψ).re

/-- The variance `⟨A²⟩ - ⟨A⟩²`. -/
def variance (A : Op N) (ψ : State N) : ℝ := expect (A * A) ψ - expect A ψ ^ 2
```

In `productState`, `u k b` is the amplitude $u_k(b)$; the factors may differ from qubit to qubit. `blochZ (u k)` is $a_k$. In `ghz`, `Pi.single (constBits N false) 1` is the basis vector $|0\cdots0\rangle$, and the prefactor $1/\sqrt2$ is included.

```lean
/-- The tensor product `u₀ ⊗ ⋯ ⊗ u_{N-1}` of one-qubit vectors. -/
def productState (u : Fin N → Bool → ℂ) : State N := fun s => ∏ k, u k (s k)

/-- The population difference `|v₀|² - |v₁|²` of a one-qubit vector. -/
def blochZ (v : Bool → ℂ) : ℝ := ‖v false‖ ^ 2 - ‖v true‖ ^ 2

/-- The string in which every bit equals `b`. -/
def constBits (N : ℕ) (b : Bool) : Fin N → Bool := fun _ => b

/-- The GHZ vector `(|0…0⟩ + |1…1⟩)/√2`. -/
def ghz (N : ℕ) : State N :=
  ((Real.sqrt 2 : ℝ) : ℂ)⁻¹ •
    ((Pi.single (constBits N false) 1 : State N) + (Pi.single (constBits N true) 1 : State N))
```

Step 1 takes three lemmas. `expect_diagonal` compares the two sides string by string, using $\operatorname{Re}\,\overline{\psi(s)}f(s)\psi(s)=f(s)|\psi(s)|^2$ for real $f$. `collectiveJ_diagonal` compares matrix entries, on and off the diagonal. `variance_collectiveJ` squares the diagonal matrix in `h2` and applies the first lemma to $m^2$ and to $m$; it needs no normalisation.

```lean
/-- The expectation of a real diagonal operator is the sum of its entries weighted by
`|ψ(s)|²`. -/
theorem expect_diagonal (f : (Fin N → Bool) → ℝ) (ψ : State N) :
    expect (diagonal fun s => (f s : ℂ)) ψ = ∑ s, f s * ‖ψ s‖ ^ 2 := by
  simp only [expect, dotProduct, mulVec_diagonal, Pi.star_apply, Complex.re_sum]
  refine Finset.sum_congr rfl fun s _ => ?_
  rw [Complex.sq_norm, Complex.normSq_apply]
  simp
  ring

/-- `J` is diagonal in the computational basis with entries `magnet s`. -/
theorem collectiveJ_diagonal (N : ℕ) :
    collectiveJ N = diagonal fun s => (magnet s : ℂ) := by
  ext s t
  by_cases h : s = t
  · subst h
    simp [collectiveJ, pauliZ, magnet, Matrix.sum_apply]
  · simp [collectiveJ, pauliZ, Matrix.sum_apply, h]

/-- The variance of `J` is the second moment of `magnet` minus its squared first moment,
both weighted by `|ψ(s)|²`. -/
theorem variance_collectiveJ (ψ : State N) :
    variance (collectiveJ N) ψ
      = ∑ s, magnet s ^ 2 * ‖ψ s‖ ^ 2 - (∑ s, magnet s * ‖ψ s‖ ^ 2) ^ 2 := by
  have h2 : collectiveJ N * collectiveJ N = diagonal fun s => ((magnet s ^ 2 : ℝ) : ℂ) := by
    rw [collectiveJ_diagonal, diagonal_mul_diagonal]
    congr 1
    funext s
    push_cast
    ring
  rw [variance, h2, collectiveJ_diagonal, expect_diagonal (fun s => magnet s ^ 2),
    expect_diagonal magnet]
```

`product_moment` is the factorisation of Step 2. To obtain a single product over all sites, the factor at site $k$ is written `if k ∈ S then zval b else 1` times $|u_k(b)|^2$. The exchange of sum and product is `key`, from `Finset.prod_univ_sum`. Each one-site sum is then $a_k$ for $k\in S$, and $1$ by `hu k` otherwise. With `S = ∅` this is `productState_unit`.

```lean
/-- In a product of unit vectors the average of the product of Z values over a set `S` of
qubits is the product of the population differences of these qubits. -/
theorem product_moment (u : Fin N → Bool → ℂ) (hu : ∀ k, IsUnitVec (u k))
    (S : Finset (Fin N)) :
    ∑ s, (∏ k ∈ S, zval (s k)) * ‖productState u s‖ ^ 2 = ∏ k ∈ S, blochZ (u k) := by
  -- a sum over strings of a product over sites is a product of one-site sums
  have key := Finset.prod_univ_sum (fun _ : Fin N => (Finset.univ : Finset Bool))
    (fun k b => (if k ∈ S then zval b else 1) * ‖u k b‖ ^ 2)
  rw [Fintype.piFinset_univ] at key
  calc ∑ s, (∏ k ∈ S, zval (s k)) * ‖productState u s‖ ^ 2
      = ∑ s : Fin N → Bool, ∏ k, (if k ∈ S then zval (s k) else 1) * ‖u k (s k)‖ ^ 2 := by
        refine Finset.sum_congr rfl fun s _ => ?_
        simp only [productState, Finset.prod_mul_distrib, Finset.prod_ite_mem,
          Finset.univ_inter, norm_prod, Finset.prod_pow]
    _ = ∏ k, ∑ b, (if k ∈ S then zval b else 1) * ‖u k b‖ ^ 2 := key.symm
    _ = ∏ k, if k ∈ S then blochZ (u k) else 1 := by
        refine Finset.prod_congr rfl fun k _ => ?_
        by_cases hk : k ∈ S
        · simp only [hk, if_true, Fintype.sum_bool, blochZ, zval]
          ring
        · simp only [hk, if_false, one_mul]
          exact hu k
    _ = ∏ k ∈ S, blochZ (u k) := by rw [Finset.prod_ite_mem, Finset.univ_inter]

/-- A product of unit vectors is a unit vector. -/
theorem productState_unit (u : Fin N → Bool → ℂ) (hu : ∀ k, IsUnitVec (u k)) :
    IsUnitVec (productState u) := by
  simpa only [IsUnitVec, Finset.prod_empty, one_mul] using product_moment u hu ∅
```

In `variance_productState`, `h0`, `h1` and `h2` are the norm, the one-qubit means and the correlations $a_ka_l+\delta_{kl}(1-a_k^2)$. The proof of `h2` splits on `k = l`. The split guards against the formal version of the error above: for equal indices the set `{k, l}` has one element, and `product_moment` would describe $\langle Z_k\rangle$ and not $\langle Z_k^2\rangle$. The equal case uses `hz`, $z^2=1$, and the other uses `Finset.prod_pair h`. The steps `mean` and `second` move the sum over strings inside the sums over qubits, and the final `ring` cancels $(\sum_ka_k)^2$.

```lean
/-- In a product of unit vectors the variance of `J` is `(1/4) ∑ₖ (1 - aₖ²)`, with `aₖ` the
population difference of qubit `k`. -/
theorem variance_productState (u : Fin N → Bool → ℂ) (hu : ∀ k, IsUnitVec (u k)) :
    variance (collectiveJ N) (productState u) = 1 / 4 * ∑ k, (1 - blochZ (u k) ^ 2) := by
  have h0 : ∑ s, ‖productState u s‖ ^ 2 = 1 := productState_unit u hu
  have h1 : ∀ k, ∑ s, zval (s k) * ‖productState u s‖ ^ 2 = blochZ (u k) := fun k => by
    simpa only [Finset.prod_singleton] using product_moment u hu {k}
  -- distinct qubits are uncorrelated, and Z² = 1 on a single qubit
  have h2 : ∀ k l, ∑ s, zval (s k) * zval (s l) * ‖productState u s‖ ^ 2
      = blochZ (u k) * blochZ (u l) + if k = l then 1 - blochZ (u k) ^ 2 else 0 := by
    intro k l
    by_cases h : k = l
    · subst h
      have hz : ∀ b, zval b * zval b = 1 := fun b => by cases b <;> simp [zval]
      simp only [hz, one_mul, if_true]
      rw [h0]
      ring
    · have hm := product_moment u hu {k, l}
      simp only [Finset.prod_pair h] at hm
      rw [hm, if_neg h, add_zero]
  have mean : ∑ s, magnet s * ‖productState u s‖ ^ 2 = 1 / 2 * ∑ k, blochZ (u k) := by
    calc ∑ s, magnet s * ‖productState u s‖ ^ 2
        = 1 / 2 * ∑ k, ∑ s, zval (s k) * ‖productState u s‖ ^ 2 := by
          rw [Finset.sum_comm, Finset.mul_sum]
          refine Finset.sum_congr rfl fun s _ => ?_
          rw [magnet, mul_assoc, Finset.sum_mul]
      _ = _ := by simp only [h1]
  have second : ∑ s, magnet s ^ 2 * ‖productState u s‖ ^ 2
      = 1 / 4 * ((∑ k, blochZ (u k)) * (∑ k, blochZ (u k)) + ∑ k, (1 - blochZ (u k) ^ 2)) := by
    calc ∑ s, magnet s ^ 2 * ‖productState u s‖ ^ 2
        = ∑ s, 1 / 4 * ∑ k, ∑ l, zval (s k) * zval (s l) * ‖productState u s‖ ^ 2 := by
          refine Finset.sum_congr rfl fun s _ => ?_
          simp only [← Finset.sum_mul]
          rw [← Finset.sum_mul_sum, magnet]
          ring
      _ = 1 / 4 * ∑ k, ∑ l, ∑ s, zval (s k) * zval (s l) * ‖productState u s‖ ^ 2 := by
          rw [← Finset.mul_sum]
          congr 1
          exact Eq.trans Finset.sum_comm (Finset.sum_congr rfl fun k _ => Finset.sum_comm)
      _ = _ := by
          simp only [h2, Finset.sum_add_distrib, Finset.sum_ite_eq, Finset.mem_univ, if_true]
          rw [Finset.sum_mul_sum]
  rw [variance_collectiveJ, mean, second]
  ring
```

`shot_noise_bound` rewrites the sum as $N-\sum_ka_k^2$ in `hs`. The inequality follows from `hnn`; the equality case uses that a sum of squares vanishes only if each term does.

```lean
/-- In a product of unit vectors the variance of `J` is at most `N/4`, with equality exactly
when every qubit has zero population difference. -/
theorem shot_noise_bound (u : Fin N → Bool → ℂ) (hu : ∀ k, IsUnitVec (u k)) :
    variance (collectiveJ N) (productState u) ≤ N / 4 ∧
      (variance (collectiveJ N) (productState u) = N / 4 ↔ ∀ k, blochZ (u k) = 0) := by
  have hs : ∑ k, (1 - blochZ (u k) ^ 2) = N - ∑ k, blochZ (u k) ^ 2 := by
    simp [Finset.sum_sub_distrib]
  have hnn : 0 ≤ ∑ k, blochZ (u k) ^ 2 := Finset.sum_nonneg fun k _ => sq_nonneg _
  rw [variance_productState u hu, hs]
  refine ⟨by linarith, fun h k => ?_, fun h => ?_⟩
  · have h0 : ∑ k, blochZ (u k) ^ 2 = 0 := by linarith
    have hk := (Finset.sum_eq_zero_iff_of_nonneg fun k _ => sq_nonneg (blochZ (u k))).1 h0 k
      (Finset.mem_univ k)
    exact pow_eq_zero_iff (two_ne_zero) |>.1 hk
  · have h0 : ∑ k, blochZ (u k) ^ 2 = 0 := by simp [h]
    linarith
```

`heisenberg_bound` is Step 3. With $\sigma=\sum_kz(s_k)$, the inner `h` is $|\sigma|\le N$, and the hint to `nlinarith` is $(\sigma+N)(N-\sigma)\ge0$, which gives `hm`. Then `h2` bounds the second moment, and the squared mean is discarded as non-negative.

```lean
/-- In any unit vector of `N` qubits the variance of `J` is at most `N²/4`. -/
theorem heisenberg_bound (ψ : State N) (hψ : IsUnitVec ψ) :
    variance (collectiveJ N) ψ ≤ (N : ℝ) ^ 2 / 4 := by
  -- every diagonal entry of J lies in [-N/2, N/2]
  have hm : ∀ s : Fin N → Bool, magnet s ^ 2 ≤ (N : ℝ) ^ 2 / 4 := by
    intro s
    have hz : ∀ b, |zval b| ≤ 1 := fun b => by cases b <;> simp [zval]
    have h : |∑ k, zval (s k)| ≤ N :=
      calc |∑ k, zval (s k)| ≤ ∑ k, |zval (s k)| := Finset.abs_sum_le_sum_abs _ _
        _ ≤ ∑ _k : Fin N, (1 : ℝ) := Finset.sum_le_sum fun k _ => hz _
        _ = N := by simp
    obtain ⟨ha, hb⟩ := abs_le.1 h
    rw [magnet]
    nlinarith [mul_nonneg (sub_nonneg.2 ha) (sub_nonneg.2 hb)]
  have h1 : ∑ s, ‖ψ s‖ ^ 2 = 1 := hψ
  have h2 : ∑ s, magnet s ^ 2 * ‖ψ s‖ ^ 2 ≤ ∑ s, (N : ℝ) ^ 2 / 4 * ‖ψ s‖ ^ 2 :=
    Finset.sum_le_sum fun s _ => mul_le_mul_of_nonneg_right (hm s) (sq_nonneg _)
  rw [← Finset.mul_sum, h1, mul_one] at h2
  rw [variance_collectiveJ]
  linarith [sq_nonneg (∑ s, magnet s * ‖ψ s‖ ^ 2)]
```

`ghz_average` is the averaging rule of Step 4. The hypothesis `hN` supplies qubit 0, at which `hne` tells the two constant strings apart; `hc` is $|1/\sqrt2|^2=\tfrac12$; `hw` gives the weights, and its case in which a string equals both constant strings is excluded by `hne`.

```lean
/-- For `N ≥ 1` the GHZ average of a function of the string is the mean of its values on the
all-0 and the all-1 string. -/
theorem ghz_average (hN : 1 ≤ N) (f : (Fin N → Bool) → ℝ) :
    ∑ s, f s * ‖ghz N s‖ ^ 2 = (f (constBits N false) + f (constBits N true)) / 2 := by
  have hne : constBits N false ≠ constBits N true := fun h => by
    have h0 := congrFun h ⟨0, hN⟩
    simp [constBits] at h0
  have hc : ‖((Real.sqrt 2 : ℝ) : ℂ)⁻¹‖ ^ 2 = 1 / 2 := by
    rw [norm_inv, Complex.norm_real, Real.norm_eq_abs, inv_pow, sq_abs,
      Real.sq_sqrt (by norm_num)]
    norm_num
  have hw : ∀ s, ‖ghz N s‖ ^ 2 = (if s = constBits N false then 1 / 2 else 0)
      + (if s = constBits N true then 1 / 2 else 0) := by
    intro s
    simp only [ghz, Pi.smul_apply, Pi.add_apply, Pi.single_apply, smul_eq_mul, norm_mul,
      mul_pow, hc]
    split_ifs with h1 h2 h3
    · exact absurd (h1.symm.trans h2) hne
    all_goals simp
  simp only [hw, mul_add, Finset.sum_add_distrib, mul_ite, mul_zero, Finset.sum_ite_eq',
    Finset.mem_univ, if_true]
  ring
```

The final theorem reads: for every $N\ge1$, (a) for every family of $N$ one-qubit unit vectors the product is a unit vector with variance of $J$ at most $N/4$; (b) every unit vector on $N$-bit strings has variance at most $N^2/4$; (c) `ghz N` is a unit vector with variance $N^2/4$. Parts (a) and (b) are the earlier theorems, which do not assume `hN`. Part (c) applies `ghz_average` to $1$, $m$ and $m^2$, with `hU` and `hD` giving $m=\pm N/2$. The statement covers pure states of finitely many qubits and the one operator $J$ along the $z$ axis; density operators, mixed separable states, noise and measurements are not modelled. The exact product formula and the equality condition are in `variance_productState` and `shot_noise_bound`.

```lean
/-- For `N ≥ 1` qubits the variance of `J` is at most `N/4` in any product of unit vectors
(itself a unit vector), at most `N²/4` in any unit vector, and equals `N²/4` in the GHZ vector,
which is a unit vector. -/
theorem shot_noise_vs_heisenberg (hN : 1 ≤ N) :
    (∀ u : Fin N → Bool → ℂ, (∀ k, IsUnitVec (u k)) → IsUnitVec (productState u) ∧
      variance (collectiveJ N) (productState u) ≤ N / 4) ∧
    (∀ ψ : State N, IsUnitVec ψ → variance (collectiveJ N) ψ ≤ (N : ℝ) ^ 2 / 4) ∧
    (IsUnitVec (ghz N) ∧ variance (collectiveJ N) (ghz N) = (N : ℝ) ^ 2 / 4) := by
  refine ⟨fun u hu => ⟨productState_unit u hu, (shot_noise_bound u hu).1⟩,
    heisenberg_bound, ?_, ?_⟩
  · have h := ghz_average hN fun _ => 1
    simp only [one_mul] at h
    rw [IsUnitVec, h]
    norm_num
  · have hU : magnet (constBits N false) = 1 / 2 * N := by simp [magnet, constBits, zval]
    have hD : magnet (constBits N true) = -(1 / 2 * N) := by simp [magnet, constBits, zval]
    have h2 := ghz_average hN fun s => magnet s ^ 2
    have h1 := ghz_average hN magnet
    simp only [hU, hD] at h1 h2
    rw [variance_collectiveJ, h1, h2]
    ring

end

end ShotNoiseHeisenberg
```

```lean
#print axioms ShotNoiseHeisenberg.variance_productState
#print axioms ShotNoiseHeisenberg.shot_noise_vs_heisenberg
```

```
'ShotNoiseHeisenberg.variance_productState' depends on axioms: [propext, Classical.choice, Quot.sound]
'ShotNoiseHeisenberg.shot_noise_vs_heisenberg' depends on axioms: [propext, Classical.choice, Quot.sound]
```

## Hypotheses and a neighbouring result

The examples and the extension that follow are worked in ordinary mathematics and are not among the Lean theorems.

Without normalisation both bounds fail. For $N=1$ and amplitudes $(1,1)$ the weights are $1,1$, the mean is $0$ and the second moment is $\tfrac14+\tfrac14$, so `variance` gives $\tfrac12$, above $N/4=N^2/4=\tfrac14$.

Without $N\ge1$ part (c) fails. For $N=0$ there is a single, empty string, both constant strings coincide with it, and `ghz 0` has amplitude $2/\sqrt2=\sqrt2$ and squared norm $2$. The variance formula survives as $0=0$, but the vector is not a unit vector.

The same four steps apply to $J_w=\tfrac12\sum_kw_kZ_k$ with real weights $w_k$. A product of unit vectors has variance $\tfrac14\sum_kw_k^2(1-a_k^2)\le\tfrac14\sum_kw_k^2$, and any unit vector has variance at most $\tfrac14(\sum_k|w_k|)^2$. For $N\ge1$ the latter value is reached by the equal superposition of the string with bit 0 where $w_k\ge0$ and bit 1 elsewhere, and its bitwise complement.
